# Overdamped Josephson phases starting in $[-a,a]$, $a<\pi/2$, forget their initial values under a drive bounded by $\sin a$

A simulation of a current-driven Josephson junction has to start from some phase, and the experiment seldom supplies it. If the influence of that choice persisted, the computed voltage could partly record the guess, and discarding an initial stretch of the run might not remove it. The problems below show that the influence dies out for a single overdamped, noiseless junction with a suitably bounded drive and starting phase, and give a rate.

```lean
import Mathlib

open Set Filter Topology

namespace JosephsonPhaseMemory
```

Let $x(t)$ be the phase difference across the junction and $f(t)$ the bias current divided by the critical current $I_c$. With shunt resistance $R$, negligible capacitance and a sinusoidal current-phase relation, current conservation reads

$$x'(t)=f(t)-\sin x(t),\qquad t\ge 0,$$

where time is measured in units of $\hbar/(2eRI_c)$. The voltage is proportional to $x'$.

The predicate `IsJunctionPhase f x` says that $x$ solves this equation. Its derivative is taken within `Ici 0`, the half-line $[0,\infty)$, so it is one-sided at $t=0$ and ordinary afterwards. The phase is a real number, not an angle modulo $2\pi$. Solutions are assumed, not constructed. Continuity of $f$ is not required, but the equation must hold at every time, which excludes a current that jumps.

```lean
/-- The phase `x` obeys the reduced overdamped Josephson equation `x' = f(t) - sin x`
for all times `t ≥ 0`, where `f` is the bias current in units of the critical current. -/
def IsJunctionPhase (f x : ℝ → ℝ) : Prop :=
  ∀ t, 0 ≤ t → HasDerivWithinAt x (f t - Real.sin (x t)) (Ici 0) t
```

## (a) Supercurrents at two phases

**Task.** Show that the supercurrent changes by no more than the phase does: for all real $u,v$,

$$|\sin u-\sin v|\le|u-v|.$$

**Solution.** By the mean value theorem, $\sin u-\sin v=\cos\xi\,(u-v)$ for some $\xi$ between $u$ and $v$, and $|\cos\xi|\le1$.

The Lean proof applies the corresponding bound for functions on a convex set, here the whole line, with derivative bound `C := 1`.

```lean
/-- The supercurrents at two phases differ by at most the phase difference. -/
theorem supercurrent_lipschitz (u v : ℝ) : |Real.sin u - Real.sin v| ≤ |u - v| := by
  have h := Convex.norm_image_sub_le_of_norm_deriv_le (f := Real.sin) (C := 1)
    (s := Set.univ) (x := v) (y := u) (fun z _ => Real.differentiable_sin z)
    (fun z _ => by rw [Real.deriv_sin]; exact Real.abs_cos_le_one z)
    convex_univ (Set.mem_univ _) (Set.mem_univ _)
  simpa only [Real.norm_eq_abs, one_mul] using h
```

## (b) The stiffness of the restoring force

**Task.** Let $a\le\pi$ and $u,v\in[-a,a]$. Bound the restoring effect of the supercurrent from below:

$$\cos a\,(u-v)^2\le(u-v)(\sin u-\sin v).$$

**Solution.** Put $g(z)=\sin z-z\cos a$. Then $g'(z)=\cos z-\cos a$. Cosine is even and decreasing on $[0,\pi]$, so $|z|\le a\le\pi$ gives $g'(z)\ge0$. Thus $g$ is nondecreasing on $[-a,a]$, the differences $u-v$ and $g(u)-g(v)$ never have opposite signs, and

$$0\le(u-v)\bigl(g(u)-g(v)\bigr)=(u-v)(\sin u-\sin v)-\cos a\,(u-v)^2.$$

The constant $\cos a$ acts as a spring stiffness. For $0\le a<\pi/2$ it is positive, which part (e) will need.

In the code, `hd` is the derivative of $g$ and `hm` its monotonicity. The two cases of `le_total` are $u\le v$ and $v\le u$; in each, `nlinarith` receives the product of two nonnegative differences.

```lean
/-- For `a ≤ π` and phases `u`, `v` in `[-a, a]`, the product of `u - v` and the supercurrent
difference `sin u - sin v` is at least `cos a * (u - v) ^ 2`. -/
theorem restoring_stiffness {a u v : ℝ} (ha : a ≤ Real.pi)
    (hu : u ∈ Icc (-a) a) (hv : v ∈ Icc (-a) a) :
    Real.cos a * (u - v) ^ 2 ≤ (u - v) * (Real.sin u - Real.sin v) := by
  have hd : ∀ z : ℝ, HasDerivAt (fun z => Real.sin z - Real.cos a * z)
      (Real.cos z - Real.cos a) z := fun z =>
    ((Real.hasDerivAt_sin z).fun_sub ((hasDerivAt_id' z).const_mul (Real.cos a))).congr_deriv
      (by ring)
  have hm : MonotoneOn (fun z => Real.sin z - Real.cos a * z) (Icc (-a) a) := by
    refine monotoneOn_of_hasDerivWithinAt_nonneg (convex_Icc _ _)
      (fun z _ => (hd z).continuousAt.continuousWithinAt)
      (fun z _ => (hd z).hasDerivWithinAt) ?_
    intro z hz
    have hz' := interior_subset hz
    have h := Real.cos_le_cos_of_nonneg_of_le_pi (abs_nonneg z) ha (abs_le.2 ⟨hz'.1, hz'.2⟩)
    rw [Real.cos_abs] at h
    linarith
  rcases le_total u v with h | h
  · have h1 : Real.sin u - Real.cos a * u ≤ Real.sin v - Real.cos a * v := hm hu hv h
    nlinarith [mul_nonneg (sub_nonneg.2 h) (sub_nonneg.2 h1)]
  · have h1 : Real.sin v - Real.cos a * v ≤ Real.sin u - Real.cos a * u := hm hv hu h
    nlinarith [mul_nonneg (sub_nonneg.2 h) (sub_nonneg.2 h1)]
```

## (c) An upper barrier for the phase

**Task.** Suppose $f(s)\le\sin a$ for all $s\ge0$ and $x(0)\le a$. Show that for every $t\ge0$

$$x(t)\le a.$$

**Solution.** At $x=a$ the velocity is at most zero, but it may equal zero, so the sign alone does not settle the matter. Use a slightly higher, rising barrier instead: for $\varepsilon>0$ let

$$B(s)=a+\varepsilon e^{2s},\qquad B'(s)=2\varepsilon e^{2s}.$$

Initially $x(0)\le a<B(0)$. If the phase touches the barrier at time $s$, then $x(s)-a=\varepsilon e^{2s}$, and part (a) gives

$$x'(s)\le\sin a-\sin x(s)\le|a-x(s)|=\varepsilon e^{2s}<B'(s).$$

The barrier rises faster than the phase at every contact, so the phase cannot cross it. Hence $x(t)\le a+\varepsilon e^{2t}$ for every $\varepsilon>0$, and $\varepsilon\to0$ gives the claim.

The barrier comparison is `image_le_of_deriv_right_lt_deriv_boundary`. In place of the limit, the proof supposes $x(t)>a$ and chooses $\varepsilon=(x(t)-a)/(2e^{2t})$. The bound `key` then says $x(t)-a\le(x(t)-a)/2$, a contradiction.

```lean
/-- A bias current never exceeding `sin a` cannot push the phase from below `a` to above `a`. -/
theorem phase_le {f x : ℝ → ℝ} {a t : ℝ} (hx : IsJunctionPhase f x)
    (hf : ∀ s, 0 ≤ s → f s ≤ Real.sin a) (h0 : x 0 ≤ a) (ht : 0 ≤ t) : x t ≤ a := by
  -- compare with a barrier that lies slightly above `a` and rises quickly
  have key : ∀ ε : ℝ, 0 < ε → x t ≤ a + ε * Real.exp (2 * t) := by
    intro ε hε
    have hB : ∀ s : ℝ, HasDerivAt (fun s => a + ε * Real.exp (2 * s))
        (2 * ε * Real.exp (2 * s)) s := by
      intro s
      have h1 : HasDerivAt (fun s : ℝ => 2 * s) 2 s :=
        ((hasDerivAt_id' s).const_mul (2 : ℝ)).congr_deriv (by ring)
      exact ((h1.exp.const_mul ε).const_add a).congr_deriv (by ring)
    refine image_le_of_deriv_right_lt_deriv_boundary (f := x)
      (f' := fun s => f s - Real.sin (x s)) (a := 0) (b := t)
      (B := fun s => a + ε * Real.exp (2 * s)) (B' := fun s => 2 * ε * Real.exp (2 * s))
      (fun s hs => (hx s hs.1).continuousWithinAt.mono Icc_subset_Ici_self)
      (fun s hs => (hx s hs.1).mono (Ici_subset_Ici.2 hs.1)) ?_ hB ?_ (right_mem_Icc.2 ht)
    · show x 0 ≤ a + ε * Real.exp (2 * 0)
      have := mul_pos hε (Real.exp_pos (2 * 0))
      linarith
    · intro s hs hxs
      have hxs' : x s = a + ε * Real.exp (2 * s) := hxs
      show f s - Real.sin (x s) < 2 * ε * Real.exp (2 * s)
      have hpos := mul_pos hε (Real.exp_pos (2 * s))
      have h1 := (le_abs_self _).trans (supercurrent_lipschitz a (x s))
      rw [abs_of_nonpos (by linarith : a - x s ≤ 0)] at h1
      have h2 := hf s hs.1
      linarith
  by_contra hcon
  have hgap : 0 < x t - a := by linarith [not_le.1 hcon]
  have hE := Real.exp_pos (2 * t)
  have h := key ((x t - a) / 2 / Real.exp (2 * t)) (by positivity)
  rw [div_mul_cancel₀ _ hE.ne'] at h
  linarith
```

## (d) Trapping from both sides

**Task.** Suppose $|f(s)|\le\sin a$ for all $s\ge0$ and $x(0)\in[-a,a]$. Show that for every $t\ge0$

$$-a\le x(t)\le a.$$

**Solution.** The upper bound is part (c). For the lower one, let $y=-x$. Then

$$y'=-f+\sin x=(-f)-\sin y,$$

so $y$ is a junction phase for the reversed current, which also satisfies $-f\le\sin a$. Since $y(0)\le a$, part (c) gives $y(t)\le a$, that is, $x(t)\ge-a$.

The reversed solution is `hneg`, and `phase_le` is used once for each side.

```lean
/-- A phase starting in `[-a, a]` stays there when the bias current is at most `sin a`
in magnitude. -/
theorem phase_trapped {f x : ℝ → ℝ} {a t : ℝ} (hx : IsJunctionPhase f x)
    (hf : ∀ s, 0 ≤ s → |f s| ≤ Real.sin a) (h0 : x 0 ∈ Icc (-a) a) (ht : 0 ≤ t) :
    x t ∈ Icc (-a) a := by
  -- reversing phase and current gives another solution
  have hneg : IsJunctionPhase (fun s => -f s) (fun s => -x s) := fun s hs =>
    (hx s hs).fun_neg.congr_deriv (by rw [Real.sin_neg]; ring)
  have h1 := phase_le hx (fun s hs => (abs_le.1 (hf s hs)).2) h0.2 ht
  have h2 : -x t ≤ a := phase_le (f := fun s => -f s) (x := fun s => -x s) (a := a) (t := t)
    hneg (fun s hs => by linarith [(abs_le.1 (hf s hs)).1])
    (by linarith [h0.1]) ht
  exact ⟨by linarith, h1⟩
```

## (e) Two phases under one drive

**Task.** Let $a<\pi/2$ and $|f|\le\sin a$ on $t\ge0$, and let $p,q$ be two solutions for the same $f$ with $p(0),q(0)\in[-a,a]$. Show that both remain in $[-a,a]$, that

$$|p(t)-q(t)|\le e^{-t\cos a}\,|p(0)-q(0)|,\qquad t\ge0,$$

and that $p(t)-q(t)\to0$ as $t\to\infty$.

**Solution.** Part (d) keeps both phases in the interval. Since $[-a,a]$ contains $p(0)$, we have $a\ge0$, and so $c=\cos a>0$. Let $D=p-q$. The drive cancels:

$$D'=-(\sin p-\sin q).$$

Set $w=e^{ct}D$. Then $w'=e^{ct}(cD+D')$, and

$$(w^2)'=2ww'=2e^{2ct}\bigl[cD^2-D(\sin p-\sin q)\bigr]\le0$$

by part (b). Thus $|w(t)|\le|w(0)|=|D(0)|$. Multiplying by $e^{-ct}$ gives the estimate, whose right-hand side tends to zero because $c>0$.

For exact solutions of this one-junction model, the bound gives a length of transient that is enough to discard: initial phases differ by at most $2a$, so a tolerance $\eta$ with $0<\eta<2a$ is reached by time $\ln(2a/\eta)/\cos a$.

The code works with $w^2$, written `w s * w s`, and so avoids differentiating an absolute value. Its derivative is `hd`, its monotonicity `hanti`, and the exponential estimate `hb`. The limit follows by squeezing.

```lean
/-- Let `a < π/2` and let the drive be at most `sin a` in magnitude for all `t ≥ 0`. Two phases
under this same drive that start in `[-a, a]` stay there, their difference shrinks at least as fast
as `exp (-t cos a)`, and it tends to zero. -/
theorem subcritical_drive_forgets {f p q : ℝ → ℝ} {a : ℝ} (ha : a < Real.pi / 2)
    (hf : ∀ s, 0 ≤ s → |f s| ≤ Real.sin a)
    (hp : IsJunctionPhase f p) (hq : IsJunctionPhase f q)
    (hp0 : p 0 ∈ Icc (-a) a) (hq0 : q 0 ∈ Icc (-a) a) :
    (∀ t, 0 ≤ t → p t ∈ Icc (-a) a ∧ q t ∈ Icc (-a) a ∧
      |p t - q t| ≤ Real.exp (-(t * Real.cos a)) * |p 0 - q 0|) ∧
    Tendsto (fun t => p t - q t) atTop (𝓝 0) := by
  have hpi := Real.pi_pos
  have hc : 0 < Real.cos a :=
    Real.cos_pos_of_mem_Ioo ⟨by linarith [hp0.1, hp0.2], ha⟩
  let w : ℝ → ℝ := fun s => Real.exp (s * Real.cos a) * (p s - q s)
  -- the square of the rescaled difference `w` never increases
  have hd : ∀ t, 0 ≤ t → HasDerivWithinAt (fun s => w s * w s)
      (2 * Real.exp (t * Real.cos a) ^ 2 * (Real.cos a * (p t - q t) ^ 2 -
        (p t - q t) * (Real.sin (p t) - Real.sin (q t)))) (Ici 0) t := by
    intro t ht
    have hE := ((hasDerivAt_id' t).mul_const (Real.cos a)).exp.hasDerivWithinAt (s := Ici 0)
    have hw := hE.fun_mul ((hp t ht).fun_sub (hq t ht))
    exact (hw.fun_mul hw).congr_deriv (by ring)
  have hanti : AntitoneOn (fun s => w s * w s) (Ici 0) := by
    refine antitoneOn_of_hasDerivWithinAt_nonpos (convex_Ici 0)
      (fun t ht => (hd t ht).continuousWithinAt)
      (fun t ht => (hd t (interior_subset ht)).mono interior_subset) ?_
    intro t ht
    have ht' : 0 ≤ t := interior_subset ht
    have h := restoring_stiffness (by linarith : a ≤ Real.pi)
      (phase_trapped hp hf hp0 ht') (phase_trapped hq hf hq0 ht')
    exact mul_nonpos_of_nonneg_of_nonpos (by positivity) (by linarith)
  have hb : ∀ t, 0 ≤ t → |p t - q t| ≤ Real.exp (-(t * Real.cos a)) * |p 0 - q 0| := by
    intro t ht
    have h1 : w t * w t ≤ w 0 * w 0 := hanti (mem_Ici.2 le_rfl) (mem_Ici.2 ht) ht
    have h2 : |w t| ≤ |w 0| := sq_le_sq.1 (by rw [sq, sq]; exact h1)
    simp only [w, abs_mul, Real.abs_exp, zero_mul, Real.exp_zero, one_mul] at h2
    calc |p t - q t|
        = Real.exp (-(t * Real.cos a)) * (Real.exp (t * Real.cos a) * |p t - q t|) := by
          rw [← mul_assoc, ← Real.exp_add, neg_add_cancel, Real.exp_zero, one_mul]
      _ ≤ _ := mul_le_mul_of_nonneg_left h2 (Real.exp_pos _).le
  refine ⟨fun t ht => ⟨phase_trapped hp hf hp0 ht, phase_trapped hq hf hq0 ht, hb t ht⟩, ?_⟩
  have hlim : Tendsto (fun t : ℝ => Real.exp (-(t * Real.cos a)) * |p 0 - q 0|)
      atTop (𝓝 0) := by
    have h := (Real.tendsto_exp_neg_atTop_nhds_zero.comp
      (tendsto_id.atTop_mul_const hc)).mul_const |p 0 - q 0|
    rw [zero_mul] at h
    exact h
  exact squeeze_zero_norm' ((eventually_ge_atTop 0).mono fun t ht => hb t ht) hlim
```

The same argument treats two drives $f,\tilde f$, both bounded by $\sin a$ in magnitude, with $|f-\tilde f|\le\delta$. If $p$ solves the equation for $f$ and $q$ for $\tilde f$, both starting in $[-a,a]$, then $D'$ gains the term $f-\tilde f$, so $|w|$ grows at a rate of at most $\delta e^{ct}$. Integration gives

$$|p(t)-q(t)|\le e^{-ct}|p(0)-q(0)|+\frac{\delta}{c}\bigl(1-e^{-ct}\bigr).$$

This estimate for unequal drives is derived here by hand only and is not among the formalised theorems.

## (f) A periodic drive

**Task.** Keep the bounds on $a$, $f$ and $x(0)$, and let $f(s+T)=f(s)$ for all $s\ge0$, with $T\ge0$. Show that a solution $x$ satisfies

$$|x(t+T)-x(t)|\le e^{-t\cos a}\,|x(T)-x(0)|,\qquad t\ge0.$$

**Solution.** Let $y(t)=x(t+T)$. Then

$$y'(t)=f(t+T)-\sin x(t+T)=f(t)-\sin y(t),$$

so $y$ and $x$ solve the same equation. By part (d), $y(0)=x(T)$ lies in $[-a,a]$. Apply part (e) to $y$ and $x$.

For $T>0$ the voltage averaged over one period is proportional to $(x(t+T)-x(t))/T$, and therefore decays to zero. The theorem bounds the change over a period; it does not construct a periodic solution.

In the code, `hs` is the statement that the shifted phase solves the equation, obtained from the chain rule. The comment there calls this phase delayed, but $x(t+T)$ is the phase read one period later.

```lean
/-- Let `a < π/2`. Under a drive of period `T` and magnitude at most `sin a`, the change over one
period of a phase starting in `[-a, a]` decays at least as fast as `exp (-t cos a)`. -/
theorem periodic_drive_locks {f x : ℝ → ℝ} {a T : ℝ} (ha : a < Real.pi / 2) (hT : 0 ≤ T)
    (hf : ∀ s, 0 ≤ s → |f s| ≤ Real.sin a) (hper : ∀ s, 0 ≤ s → f (s + T) = f s)
    (hx : IsJunctionPhase f x) (h0 : x 0 ∈ Icc (-a) a) {t : ℝ} (ht : 0 ≤ t) :
    |x (t + T) - x t| ≤ Real.exp (-(t * Real.cos a)) * |x T - x 0| := by
  -- the phase delayed by one period solves the same equation
  have hs : IsJunctionPhase f (fun s => x (s + T)) := by
    intro s hs
    have h1 : HasDerivWithinAt (fun r : ℝ => r + T) 1 (Ici 0) s :=
      ((hasDerivAt_id' s).add_const T).hasDerivWithinAt
    have h2 := HasDerivWithinAt.comp (h := fun r : ℝ => r + T) s
      (hx (s + T) (add_nonneg hs hT)) h1 (fun r hr => add_nonneg (mem_Ici.1 hr) hT)
    exact h2.congr_deriv (by rw [hper s hs, mul_one])
  have hT0 : x (0 + T) ∈ Icc (-a) a := by
    rw [zero_add]
    exact phase_trapped hx hf h0 hT
  have h := ((subcritical_drive_forgets ha hf hs hx hT0 h0).1 t ht).2.2
  simpa only [zero_add] using h
```

## (g) Relaxation under a constant bias

**Task.** Let $a<\pi/2$ and $b\in[-a,a]$, and let the bias be constant, $f=\sin b$. Show that a solution starting in $[-a,a]$ satisfies

$$|x(t)-b|\le e^{-t\cos a}\,|x(0)-b|,\qquad t\ge0.$$

**Solution.** The constant phase $b$ is a solution, since $0=\sin b-\sin b$. Sine is increasing on $[-\pi/2,\pi/2]$, so $-\sin a\le\sin b\le\sin a$. Part (e), with $p=x$ and $q=b$, gives the result.

The inequalities `h1` and `h2` are the two bounds on $\sin b$, and `hconst` is the constant solution.

```lean
/-- Under the constant bias `sin b` with `a < π/2` and `b` in `[-a, a]`, a phase starting in `[-a,
a]` approaches `b` at least as fast as `exp (-t cos a)`. -/
theorem constant_bias_relaxation {x : ℝ → ℝ} {a b : ℝ} (ha : a < Real.pi / 2)
    (hb : b ∈ Icc (-a) a) (hx : IsJunctionPhase (fun _ => Real.sin b) x)
    (h0 : x 0 ∈ Icc (-a) a) {t : ℝ} (ht : 0 ≤ t) :
    |x t - b| ≤ Real.exp (-(t * Real.cos a)) * |x 0 - b| := by
  have hconst : IsJunctionPhase (fun _ => Real.sin b) (fun _ => b) := fun s _ =>
    (hasDerivWithinAt_const s (Ici 0) b).congr_deriv (by ring)
  have h1 := Real.sin_le_sin_of_le_of_le_pi_div_two (by linarith [hb.1]) ha.le hb.2
  have h2 := Real.sin_le_sin_of_le_of_le_pi_div_two (by linarith) (by linarith [hb.2]) hb.1
  rw [Real.sin_neg] at h2
  exact ((subcritical_drive_forgets ha (fun _ _ => abs_le.2 ⟨h2, h1⟩) hx hconst h0 hb).1
    t ht).2.2
```

## (h) Why the starting interval matters

**Task.** Let $a<\pi/2$ and take the constant bias $f=\sin a$. Show that the constant phases

$$x(t)=a\qquad\text{and}\qquad x(t)=\pi-a$$

are both solutions, and that their difference does not tend to zero.

**Solution.** Both have zero derivative, and $\sin(\pi-a)=\sin a$, so the right-hand side of the equation vanishes for each. Their difference is the constant $\pi-2a>0$.

For $0\le a<\pi/2$ this drive meets the bound of part (e), but $\pi-a$ lies outside $[-a,a]$. The phase $\pi-a$ is then an unstable equilibrium, so the example relies on the absence of noise. A small current is therefore not enough by itself to erase the initial phase.

The last step in Lean uses uniqueness of limits: a constant function tending to zero would force $\pi-2a=0$.

```lean
/-- Under the constant bias `sin a` with `a < π/2`, the constant phases `a` and `π - a` both
solve the junction equation, and their difference does not tend to zero. -/
theorem memory_outside_well {a : ℝ} (ha : a < Real.pi / 2) :
    IsJunctionPhase (fun _ => Real.sin a) (fun _ => a) ∧
    IsJunctionPhase (fun _ => Real.sin a) (fun _ => Real.pi - a) ∧
    ¬ Tendsto (fun _ : ℝ => (Real.pi - a) - a) atTop (𝓝 0) := by
  refine ⟨fun s _ => (hasDerivWithinAt_const s (Ici 0) a).congr_deriv (by ring),
    fun s _ => (hasDerivWithinAt_const s (Ici 0) (Real.pi - a)).congr_deriv
      (by rw [Real.sin_pi_sub]; ring), fun h => ?_⟩
  have h1 := tendsto_nhds_unique h tendsto_const_nhds
  linarith

end JosephsonPhaseMemory
```

```lean
#print axioms JosephsonPhaseMemory.subcritical_drive_forgets
#print axioms JosephsonPhaseMemory.periodic_drive_locks
#print axioms JosephsonPhaseMemory.constant_bias_relaxation
#print axioms JosephsonPhaseMemory.memory_outside_well
```

```
'JosephsonPhaseMemory.subcritical_drive_forgets' depends on axioms: [propext, Classical.choice, Quot.sound]
'JosephsonPhaseMemory.periodic_drive_locks' depends on axioms: [propext, Classical.choice, Quot.sound]
'JosephsonPhaseMemory.constant_bias_relaxation' depends on axioms: [propext, Classical.choice, Quot.sound]
'JosephsonPhaseMemory.memory_outside_well' depends on axioms: [propext, Classical.choice, Quot.sound]
```
